# In the Dq–B model of an octahedral d⁸ ion with Dq > 0 and B ≥ 0, the second spin-allowed band lies from v1 up to, but not at, 1.8 v1

Suppose the three spin-allowed bands of a nickel(II) complex are assigned at 10000, 19000 and 26000 cm⁻¹ (invented numbers). The usual linear formula returns a Racah parameter $B = (19000+26000-30000)/15 = 1000$ cm⁻¹ and gives no warning. Yet no octahedral d⁸ ion in the model behind that formula has such a spectrum, because the second band is at 1.9 times the first. For $Dq>0$ and $B\ge0$ the first two bands must satisfy $v_1 \le v_2 < \tfrac95 v_1$ in that model, which has one ligand-field parameter, one repulsion parameter and no spin–orbit coupling. A spectrum outside these bounds is either misassigned or beyond the reach of the model.

```lean
import Mathlib

open Polynomial

namespace OctahedralD8Bands

noncomputable section
```

## The three energies belong to one d⁸ ion

$Dq$ is a single symbol, with $10Dq$ the octahedral splitting, and $B$ measures electron repulsion. Energies are counted from the barycentre of the free-ion term ³F. The ground term ³A₂ lies at $-12Dq$ and ³T₂ at $-2Dq$.

```lean
/-- Energy of the 3A2 term of an octahedral d8 ion, measured from the barycentre of 3F. -/
def energyA2 (Dq : ℝ) : ℝ := -12 * Dq

/-- Energy of the 3T2 term of an octahedral d8 ion, measured from the barycentre of 3F. -/
def energyT2 (Dq : ℝ) : ℝ := -2 * Dq
```

The ³T₁ term from ³F, at $6Dq$, mixes with the one from ³P, at $15B$, through the element $4Dq$. These matrix elements are inputs, not derived from an eight-electron Hamiltonian.

```lean
/-- The Hamiltonian of the two 3T1 terms, from 3F and 3P, mixed by the ligand field;
the free-ion 3P term lies `15 B` above 3F. -/
def blockT1 (Dq B : ℝ) : Matrix (Fin 2) (Fin 2) ℝ :=
  !![6 * Dq, 4 * Dq; 4 * Dq, 15 * B]
```

The hypothesis `IsBands Dq B v1 v2 v3` says that the real numbers `v1`, `v2`, `v3` (often written $\nu_1,\nu_2,\nu_3$) are the excitation energies from ³A₂. What it can't supply is the identification of measured band maxima with these term differences.

```lean
/-- `v1`, `v2`, `v3` are the excitation energies from 3A2 to 3T2, to the lower 3T1 and to the
upper 3T1 term; the 3T1 energies are the eigenvalues of `blockT1`, counted with multiplicity. -/
structure IsBands (Dq B v1 v2 v3 : ℝ) : Prop where
  first : v1 = energyT2 Dq - energyA2 Dq
  ordered : v2 ≤ v3
  secular : (blockT1 Dq B).charpoly =
    (X - C (energyA2 Dq + v2)) * (X - C (energyA2 Dq + v3))
```

Its field `first` gives $v_1 = 10Dq$, which ties the energy scale to the first band. The field `secular` says that $x = v_2-12Dq$ and $y = v_3-12Dq$ are the eigenvalues of the ³T₁ block, counted with multiplicity. That is equivalent to the trace and determinant relations

$$x+y = 6Dq+15B,\qquad xy = 90\,Dq\,B-16(Dq)^2 .$$

In Lean, `Matrix.charpoly_fin_two` writes the characteristic polynomial through trace and determinant. Evaluating both sides at 0 and at 1 then yields the two relations.

```lean
/-- Two numbers are the eigenvalues of the 3T1 block exactly when their sum is its trace and
their product is its determinant. -/
theorem charpoly_blockT1_iff (Dq B a b : ℝ) :
    (blockT1 Dq B).charpoly = (X - C a) * (X - C b) ↔
      a + b = 6 * Dq + 15 * B ∧ a * b = 90 * Dq * B - 16 * Dq ^ 2 := by
  have ht : (blockT1 Dq B).trace = 6 * Dq + 15 * B := by
    rw [blockT1, Matrix.trace_fin_two_of]
  have hd : (blockT1 Dq B).det = 90 * Dq * B - 16 * Dq ^ 2 := by
    rw [blockT1, Matrix.det_fin_two_of]
    ring
  rw [Matrix.charpoly_fin_two, ht, hd]
  constructor
  · intro h
    -- compare the two polynomials at 0 and at 1
    have h0 := congrArg (eval (0 : ℝ)) h
    have h1 := congrArg (eval (1 : ℝ)) h
    simp only [eval_add, eval_sub, eval_mul, eval_pow, eval_X, eval_C] at h0 h1
    constructor
    · linear_combination h1 - h0
    · linear_combination (-1 : ℝ) * h0
  · rintro ⟨hs, hp⟩
    rw [← hs, ← hp, C_add, C_mul]
    ring
```

Solving the quadratic gives

$$v_{2,3} = 15Dq+\tfrac{15}{2}B\mp\tfrac12\sqrt{(15B-6Dq)^2+64(Dq)^2},$$

so such bands exist for all real $Dq$ and $B$.

```lean
/-- For all `Dq` and `B` the three band energies are given by an explicit formula. -/
theorem isBands_formula (Dq B : ℝ) :
    IsBands Dq B (10 * Dq)
      (15 * Dq + 15 / 2 * B - √((15 * B - 6 * Dq) ^ 2 + 64 * Dq ^ 2) / 2)
      (15 * Dq + 15 / 2 * B + √((15 * B - 6 * Dq) ^ 2 + 64 * Dq ^ 2) / 2) := by
  have hs : √((15 * B - 6 * Dq) ^ 2 + 64 * Dq ^ 2) ^ 2 =
      (15 * B - 6 * Dq) ^ 2 + 64 * Dq ^ 2 := Real.sq_sqrt (by positivity)
  have h0 := Real.sqrt_nonneg ((15 * B - 6 * Dq) ^ 2 + 64 * Dq ^ 2)
  refine ⟨by unfold energyT2 energyA2; ring, by linarith, ?_⟩
  rw [charpoly_blockT1_iff]
  unfold energyA2
  constructor
  · ring
  · linear_combination (-1 / 4 : ℝ) * hs
```

The trace relation reads $v_2+v_3-24Dq = 6Dq+15B$. With $v_1=10Dq$ this becomes $v_2+v_3 = 3v_1+15B$, which is the formula for $B$. No sign condition enters.

Multiplicity matters here. For $Dq=1$, $B=0$ the bands are 10, 10 and 20. If $v_2$ and $v_3$ only had to be roots, both could be 10, and the formula would return $-2/3$ instead of 0.

```lean
/-- The Racah parameter `B` follows from the three band energies by a linear formula. -/
theorem racah_of_three_bands {Dq B v1 v2 v3 : ℝ} (h : IsBands Dq B v1 v2 v3) :
    B = (v2 + v3 - 3 * v1) / 15 := by
  have hs := ((charpoly_blockT1_iff _ _ _ _).1 h.secular).1
  have h1 := h.first
  unfold energyA2 at hs h1
  unfold energyT2 at h1
  linarith
```

The same two relations give two products, in which $Dq$ can then be replaced by $v_1/10$:

$$(6Dq-x)(y-6Dq) = 6Dq(x+y)-xy-36(Dq)^2 = 16(Dq)^2,$$
$$(x+2Dq)(y+2Dq) = xy+2Dq(x+y)+4(Dq)^2 = 120\,Dq\,B.$$

Since $6Dq-x = \tfrac95v_1-v_2$ and $x+2Dq = v_2-v_1$, and likewise for $y$, these say

$$(\tfrac95v_1-v_2)(v_3-\tfrac95v_1)=\tfrac{4}{25}v_1^2,\qquad (v_2-v_1)(v_3-v_1)=12v_1B.$$

```lean
/-- The secular equation of the 3T1 terms, with `Dq` eliminated through `v1`: once about the energy
`9/5 v1`, and once about `v1`. -/
theorem band_products {Dq B v1 v2 v3 : ℝ} (h : IsBands Dq B v1 v2 v3) :
    (9 / 5 * v1 - v2) * (v3 - 9 / 5 * v1) = 4 / 25 * v1 ^ 2 ∧
      (v2 - v1) * (v3 - v1) = 12 * v1 * B := by
  obtain ⟨hs, hp⟩ := (charpoly_blockT1_iff _ _ _ _).1 h.secular
  have h1 : v1 = 10 * Dq := by
    rw [h.first]
    unfold energyT2 energyA2
    ring
  unfold energyA2 at hs hp
  subst h1
  constructor
  · linear_combination 6 * Dq * hs - hp
  · linear_combination 2 * Dq * hs + hp
```

The tactic `linear_combination` does this work in Lean. It is given a multiplier for each known equation, subtracts the weighted equations from the goal, and asks `ring` to confirm that nothing is left. In `6 * Dq * hs - hp`, `hs` is the trace relation and `hp` the determinant relation. The multipliers $6Dq$ and $-1$ are the coefficients of $x+y$ and $xy$ in the first expansion above; $2Dq$ and $1$ come from the second. The tactic doesn't search for them: they have to be supplied, and a wrong one makes the check fail.

## A ligand field with Dq > 0, and bands in order

Positive $Dq$ means that the e_g orbitals lie above t₂g. Then $v_1>0$, and the first product is strictly positive, so its factors have the same sign. Both negative would mean $v_3<\tfrac95v_1<v_2$, against the field `ordered`, $v_2\le v_3$. Hence $v_2<\tfrac95v_1<v_3$.

The proof assumes each inequality false in turn, and `nlinarith` finds the contradiction with the positive product. The ordering is used for the bound on $v_2$.

Without the ordering, the bands 10, 10 and 20 could be labelled with $v_2=20$, above the limit of 18. Nor is $Dq\ge0$ enough: at $Dq=0$ and $B\ge0$ one has $v_1=v_2=0$, and the strict upper bound fails.

```lean
/-- For `Dq > 0` the energy `9/5 v1` lies strictly between the two 3T1 bands. -/
theorem bands_separated {Dq B v1 v2 v3 : ℝ} (h : IsBands Dq B v1 v2 v3) (hDq : 0 < Dq) :
    0 < v1 ∧ v2 < 9 / 5 * v1 ∧ 9 / 5 * v1 < v3 := by
  have hv : 0 < v1 := by
    rw [h.first]
    unfold energyT2 energyA2
    linarith
  have hp := (band_products h).1
  have hsq : 0 < v1 ^ 2 := pow_pos hv 2
  -- both bands on one side would make the product in `band_products` nonpositive
  have h2 : v2 < 9 / 5 * v1 := by
    by_contra hc
    have hc' := not_lt.1 hc
    nlinarith [mul_nonneg (sub_nonneg.2 hc') (sub_nonneg.2 (hc'.trans h.ordered))]
  refine ⟨hv, h2, ?_⟩
  by_contra hc
  nlinarith [mul_nonneg (sub_nonneg.2 h2.le) (sub_nonneg.2 (not_lt.1 hc))]
```

## Electron repulsion with B ≥ 0

Physically, $B\ge0$ places ³P at or above ³F in the free ion. The second product is then nonnegative, and $v_3-v_1>0$ by the previous step, so $v_2\ge v_1$. The theorem `d8_band_rule` combines this with the formula for $B$ and the upper bound; `mul_nonneg_iff_of_pos_left` performs the division by the positive factor.

For any $B<0$, with $Dq>0$, the same product is negative and $v_2$ falls below $v_1$. The upper bound is unaffected.

```lean
/-- For an octahedral d8 ion with `Dq > 0` and `B ≥ 0`, the three bands determine `B`, and
the second band lies between `v1` (included) and `1.8 v1` (excluded). -/
theorem d8_band_rule {Dq B v1 v2 v3 : ℝ} (h : IsBands Dq B v1 v2 v3)
    (hDq : 0 < Dq) (hB : 0 ≤ B) :
    B = (v2 + v3 - 3 * v1) / 15 ∧ v1 ≤ v2 ∧ v2 < 9 / 5 * v1 := by
  obtain ⟨hv, h2, h3⟩ := bands_separated h hDq
  refine ⟨racah_of_three_bands h, ?_, h2⟩
  have hpos : 0 < v3 - v1 := by linarith
  have hprod : 0 ≤ (v3 - v1) * (v2 - v1) := by
    rw [mul_comm, (band_products h).2]
    positivity
  exact sub_nonneg.1 ((mul_nonneg_iff_of_pos_left hpos).1 hprod)
```

The lower edge is reached only in the limit without repulsion splitting: for $Dq>0$, the product vanishes exactly when $B=0$, and its factor $v_3-v_1$ is never zero.

```lean
/-- For `Dq > 0` the first two bands coincide exactly when `B = 0`. -/
theorem first_two_bands_coincide_iff {Dq B v1 v2 v3 : ℝ} (h : IsBands Dq B v1 v2 v3)
    (hDq : 0 < Dq) : v2 = v1 ↔ B = 0 := by
  obtain ⟨hv, _, h3⟩ := bands_separated h hDq
  have hp := (band_products h).2
  constructor
  · intro he
    rw [he, sub_self, zero_mul] at hp
    exact (mul_eq_zero.1 hp.symm).resolve_left (by positivity)
  · intro hB
    rw [hB, mul_zero] at hp
    have hne : v3 - v1 ≠ 0 := by
      intro h0
      linarith
    exact sub_eq_zero.1 ((mul_eq_zero.1 hp).resolve_right hne)
```

The third band is often hidden under stronger absorption. Substituting $v_3=3v_1+15B-v_2$ into the second product removes it:

$$(v_2-v_1)(2v_1-v_2) = B\,(27v_1-15v_2).$$

For $Dq>0$ the bracket on the right is $15(\tfrac95v_1-v_2)>0$, so one may divide by it.

```lean
/-- For `Dq > 0` the two lower bands alone determine `B`, so the third band need not be
observed. -/
theorem racah_of_two_bands {Dq B v1 v2 v3 : ℝ} (h : IsBands Dq B v1 v2 v3) (hDq : 0 < Dq) :
    B = (v2 - v1) * (2 * v1 - v2) / (27 * v1 - 15 * v2) := by
  obtain ⟨_, h2, _⟩ := bands_separated h hDq
  have hne : 27 * v1 - 15 * v2 ≠ 0 := by
    intro h0
    linarith
  rw [eq_div_iff hne]
  linear_combination (-1 : ℝ) * (band_products h).2 -
    15 * (v2 - v1) * racah_of_three_bands h
```

## Every ratio in the window occurs

Conversely, take any $v_1>0$ and $v_1\le v_2<\tfrac95v_1$. Put $Dq=v_1/10$ and

$$q=\frac{4v_1^2/25}{\tfrac95v_1-v_2},\qquad v_3=\tfrac95v_1+q,\qquad B=\frac{v_2-\tfrac65v_1+q}{15}.$$

The first product and the trace relation then hold by construction, and together they give the determinant relation. Moreover

$$15B\,(\tfrac95v_1-v_2)=(v_2-v_1)(2v_1-v_2)\ge0,$$

so $B\ge0$. The proof builds the same $q$ and checks the fields of `IsBands` one by one. Neither bound can therefore be tightened within the model.

```lean
/-- Every pair of energies with `v1 > 0` and `v1 ≤ v2 < 1.8 v1` occurs as the two lower bands
for `Dq = v1 / 10` and some `B ≥ 0`. -/
theorem band_window_sharp {v1 v2 : ℝ} (hv : 0 < v1) (hlo : v1 ≤ v2) (hhi : v2 < 9 / 5 * v1) :
    ∃ B v3 : ℝ, 0 ≤ B ∧ IsBands (v1 / 10) B v1 v2 v3 := by
  have hd : 0 < 9 / 5 * v1 - v2 := sub_pos.2 hhi
  -- `q` is the distance of the third band above `9/5 v1`
  obtain ⟨q, hq0, hq⟩ : ∃ q : ℝ, 0 < q ∧ q * (9 / 5 * v1 - v2) = 4 / 25 * v1 ^ 2 :=
    ⟨4 / 25 * v1 ^ 2 / (9 / 5 * v1 - v2), by positivity, div_mul_cancel₀ _ hd.ne'⟩
  refine ⟨(v2 - 6 / 5 * v1 + q) / 15, 9 / 5 * v1 + q, ?_, ?_, by linarith, ?_⟩
  · have hprod : 0 ≤ (9 / 5 * v1 - v2) * (v2 - 6 / 5 * v1 + q) := by
      have he : (9 / 5 * v1 - v2) * (v2 - 6 / 5 * v1 + q) = (v2 - v1) * (2 * v1 - v2) := by
        linear_combination hq
      rw [he]
      exact mul_nonneg (by linarith) (by linarith)
    have hnum := (mul_nonneg_iff_of_pos_left hd).1 hprod
    positivity
  · unfold energyT2 energyA2
    ring
  · rw [charpoly_blockT1_iff]
    unfold energyA2
    constructor
    · ring
    · linear_combination (-1 : ℝ) * hq

end

end OctahedralD8Bands
```

```lean
#print axioms OctahedralD8Bands.d8_band_rule
#print axioms OctahedralD8Bands.first_two_bands_coincide_iff
#print axioms OctahedralD8Bands.racah_of_two_bands
#print axioms OctahedralD8Bands.band_window_sharp
```

```
'OctahedralD8Bands.d8_band_rule' depends on axioms: [propext, Classical.choice, Quot.sound]
'OctahedralD8Bands.first_two_bands_coincide_iff' depends on axioms: [propext, Classical.choice, Quot.sound]
'OctahedralD8Bands.racah_of_two_bands' depends on axioms: [propext, Classical.choice, Quot.sound]
'OctahedralD8Bands.band_window_sharp' depends on axioms: [propext, Classical.choice, Quot.sound]
```
